# The truncated DFP update takes a positive definite n×n matrix to zero after n linearly independent gradient differences

## Does each gradient difference remove exactly one direction?

I am relaxing a molecular geometry near a minimum, where the energy is close to quadratic. After each step $s_k$ I have the gradient difference $y_k$, and I want the next search direction to be conjugate to all earlier steps. For this I use the DFP formula without its term in $s_k s_k^T$:

$$H_{k+1} = H_k - \frac{H_k y_k y_k^T H_k}{y_k^T H_k y_k}.$$

If $H_0$ is symmetric positive definite and $y_0,\dots,y_{n-1}$ are linearly independent in dimension $n$, I expect that no denominator vanishes, that $H_k$ stays positive semidefinite with kernel exactly $\operatorname{span}(y_0,\dots,y_{k-1})$, and that $H_n=0$. Can this be made rigorous and checked by machine?

## Yes: the kernel grows by one dimension per update

### The derivation by hand

Let $H$ be symmetric positive semidefinite, let $y$ satisfy $y^THy>0$, and write $H'$ for the updated matrix. It acts on a vector $x$ by

$$H'x = Hx - \frac{y^THx}{y^THy}\,Hy .$$

**Cauchy–Schwarz.** For all real $t$,

$$0 \le (x+ty)^TH(x+ty) = (y^THy)\,t^2 + 2(x^THy)\,t + x^THx .$$

A quadratic polynomial that is nowhere negative has a discriminant that is not positive, so $(x^THy)^2 \le (x^THx)(y^THy)$. If $y^THy=0$, the right-hand side is affine in $t$ and nowhere negative, so $x^THy=0$ and the inequality still holds.

If $x^THx=0$, take $Hx$ as the second vector. The inequality gives $x^TH(Hx)=0$, which is $\|Hx\|^2=0$, so $Hx=0$. The quadratic form therefore vanishes exactly on the kernel.

**Semidefiniteness survives.** The matrix $H'$ is symmetric, and by Cauchy–Schwarz

$$x^TH'x = x^THx - \frac{(x^THy)^2}{y^THy} \ge 0 .$$

**The kernel gains exactly $y$.** If $H'x=0$, then $H(x-cy)=0$ with $c = y^THx/y^THy$. Conversely, if $Hx=c\,Hy$ for some $c$, then $y^THx/y^THy=c$, and $H'x = c\,Hy-c\,Hy=0$. Hence $\ker H' = \ker H + \operatorname{span}(y)$.

**Induction.** The kernel of $H_0$ is $\{0\}$, the span of no vectors. Suppose that $k<n$ and $\ker H_k=\operatorname{span}(y_0,\dots,y_{k-1})$. Independence keeps $y_k$ out of this kernel, so $y_k^TH_ky_k>0$, and the two previous results carry the claim to $k+1$. At $k=n$ the kernel contains $n$ independent vectors, so it is the whole space and $H_n=0$.

**Conjugacy.** On a quadratic model with symmetric Hessian $A$, $y_i=As_i$. For $i<k$ we have $H_kAs_i=0$, so for any vector $g$

$$s_i^TA\,H_kg = (H_kAs_i)^Tg = 0 .$$

### What the theorems say

The main theorem is `zoutendijk_projection`. Vectors are functions `Fin n → ℝ`, `⬝ᵥ` is the dot product and `*ᵥ` applies a matrix to a vector. The hypotheses `hs` and `hp` say that $H_0$ is symmetric and positive definite. The differences form an infinite sequence `y`, but `hy` requires independence only of the first $n$, and no later one enters the conclusion.

The conclusion has three parts: positive denominators for `k < n`; `IsPSD` and the equality of the kernel with `pastSpan y k` for `k ≤ n`; and `iter H₀ y n = 0`. Here `iter` is the recursion, and `IsPSD` means symmetric with a nonnegative quadratic form. Lean sets $0^{-1}=0$, so `update` is defined even for a zero denominator, but the first part shows that this case does not arise in the $n$ updates.

Two further theorems serve the optimisation problem:

- `iter_form_eq_zero_iff` needs only $m$ independent differences. It says that for $k\le m$ the number $v^TH_kv$ vanishes exactly when $v$ lies in the span of the first $k$ differences. A trial difference thus gives a zero denominator precisely when it brings no new direction.
- `direction_conjugate` is the conjugacy statement. With $g$ the current gradient, the search direction is $-H_kg$; it is the zero vector exactly when $g$ lies in the span of the first $k$ differences, which is the kernel of $H_k$. It assumes that $A$ is symmetric, not that it is positive definite, and the steps `s` are arbitrary apart from the independence of the vectors $As_i$ with $i<k$.

For geometry optimisation this describes search directions on an exactly quadratic energy surface in exact arithmetic. On such a surface, $n$ independent differences require an invertible Hessian. For a free molecule in Cartesian coordinates, translations and rotations make the Hessian at a minimum singular, so the hypothesis of the main theorem cannot be met there, while the two further theorems still apply to a smaller number of independent differences. Line searches, convergence on a real energy surface and rounding errors are not treated.

```lean
import Mathlib

open Matrix

namespace ZoutendijkProjection

noncomputable section

variable {n : ℕ}

/-- A real matrix is positive semidefinite: symmetric with a nonnegative quadratic form. -/
def IsPSD (H : Matrix (Fin n) (Fin n) ℝ) : Prop :=
  Hᵀ = H ∧ ∀ x : Fin n → ℝ, 0 ≤ x ⬝ᵥ H *ᵥ x

/-- The truncated DFP update `H - H y yᵀ H / (yᵀ H y)`. -/
def update (H : Matrix (Fin n) (Fin n) ℝ) (y : Fin n → ℝ) : Matrix (Fin n) (Fin n) ℝ :=
  H - (y ⬝ᵥ H *ᵥ y)⁻¹ • vecMulVec (H *ᵥ y) (y ᵥ* H)

/-- The matrices `H_k` generated from `H₀` by the gradient differences `y₀, y₁, …`. -/
def iter (H₀ : Matrix (Fin n) (Fin n) ℝ) (y : ℕ → Fin n → ℝ) : ℕ → Matrix (Fin n) (Fin n) ℝ
  | 0 => H₀
  | k + 1 => update (iter H₀ y k) (y k)

/-- The span of the first `k` gradient differences `y₀, …, y_{k-1}`. -/
def pastSpan (y : ℕ → Fin n → ℝ) (k : ℕ) : Submodule ℝ (Fin n → ℝ) :=
  Submodule.span ℝ (y '' {i | i < k})

/-- A symmetric matrix defines a symmetric bilinear form. -/
theorem form_symm {H : Matrix (Fin n) (Fin n) ℝ} (h : Hᵀ = H) (x z : Fin n → ℝ) :
    x ⬝ᵥ H *ᵥ z = z ⬝ᵥ H *ᵥ x := by
  rw [Matrix.dotProduct_mulVec, ← Matrix.mulVec_transpose, h, dotProduct_comm]

/-- The updated matrix acts on `x` by subtracting a multiple of `H y` from `H x`. -/
theorem update_mulVec (H : Matrix (Fin n) (Fin n) ℝ) (y x : Fin n → ℝ) :
    update H y *ᵥ x = H *ᵥ x - ((y ⬝ᵥ H *ᵥ x) / (y ⬝ᵥ H *ᵥ y)) • (H *ᵥ y) := by
  have e : ∀ a b : Fin n → ℝ, vecMulVec a b *ᵥ x = (b ⬝ᵥ x) • a := by
    intro a b
    ext i
    simp only [Matrix.mulVec, dotProduct, vecMulVec_apply, Pi.smul_apply, smul_eq_mul,
      Finset.sum_mul]
    exact Finset.sum_congr rfl fun j _ => by ring
  rw [update, Matrix.sub_mulVec, Matrix.smul_mulVec, e, ← Matrix.dotProduct_mulVec,
    smul_smul, div_eq_inv_mul]

/-- Cauchy–Schwarz inequality for the form of a positive semidefinite matrix. -/
theorem cauchy_schwarz {H : Matrix (Fin n) (Fin n) ℝ} (h : IsPSD H) (x y : Fin n → ℝ) :
    (x ⬝ᵥ H *ᵥ y) ^ 2 ≤ (x ⬝ᵥ H *ᵥ x) * (y ⬝ᵥ H *ᵥ y) := by
  -- the form is nonnegative along the line x + t y, so its discriminant is not positive
  have q : ∀ t : ℝ, 0 ≤ (y ⬝ᵥ H *ᵥ y) * (t * t) + (2 * (x ⬝ᵥ H *ᵥ y)) * t
      + x ⬝ᵥ H *ᵥ x := by
    intro t
    have p := h.2 (x + t • y)
    simp only [Matrix.mulVec_add, Matrix.mulVec_smul, add_dotProduct, dotProduct_add,
      smul_dotProduct, dotProduct_smul, smul_eq_mul] at p
    rw [form_symm h.1 y x] at p
    linarith
  have d := discrim_le_zero q
  unfold discrim at d
  linarith

/-- For a positive semidefinite matrix the quadratic form vanishes exactly on the kernel. -/
theorem form_eq_zero_iff {H : Matrix (Fin n) (Fin n) ℝ} (h : IsPSD H) (x : Fin n → ℝ) :
    x ⬝ᵥ H *ᵥ x = 0 ↔ H *ᵥ x = 0 := by
  constructor
  · intro hx
    have c := cauchy_schwarz h x (H *ᵥ x)
    rw [hx, zero_mul] at c
    have z : x ⬝ᵥ H *ᵥ (H *ᵥ x) = 0 := pow_eq_zero_iff (two_ne_zero) |>.1
      (le_antisymm c (sq_nonneg _))
    rw [form_symm h.1] at z
    exact dotProduct_self_eq_zero.1 z
  · intro hx
    rw [hx, dotProduct_zero]

/-- An update with positive denominator preserves positive semidefiniteness. -/
theorem update_psd {H : Matrix (Fin n) (Fin n) ℝ} (h : IsPSD H) {y : Fin n → ℝ}
    (hy : 0 < y ⬝ᵥ H *ᵥ y) : IsPSD (update H y) := by
  constructor
  · have e : y ᵥ* H = H *ᵥ y := by rw [← Matrix.mulVec_transpose, h.1]
    unfold update
    rw [e]
    ext i j
    have hij : H j i = H i j := congrFun (congrFun h.1 i) j
    simp only [Matrix.transpose_apply, Matrix.sub_apply, Matrix.smul_apply,
      vecMulVec_apply, smul_eq_mul]
    linear_combination hij
  · intro x
    rw [update_mulVec, dotProduct_sub, dotProduct_smul, smul_eq_mul, form_symm h.1 y x,
      sub_nonneg, div_mul_eq_mul_div, div_le_iff₀ hy, ← sq]
    exact cauchy_schwarz h x y

/-- An update with positive denominator enlarges the kernel by exactly the direction `y`. -/
theorem update_ker {H : Matrix (Fin n) (Fin n) ℝ} {y : Fin n → ℝ}
    (hy : 0 < y ⬝ᵥ H *ᵥ y) (x : Fin n → ℝ) :
    update H y *ᵥ x = 0 ↔ ∃ c : ℝ, H *ᵥ (x - c • y) = 0 := by
  simp only [update_mulVec, Matrix.mulVec_sub, Matrix.mulVec_smul]
  constructor
  · intro h
    exact ⟨_, h⟩
  · rintro ⟨c, hc⟩
    rw [sub_eq_zero.1 hc, dotProduct_smul, smul_eq_mul, mul_div_cancel_right₀ _ hy.ne',
      sub_self]

private theorem mem_pastSpan_succ (y : ℕ → Fin n → ℝ) (k : ℕ) (x : Fin n → ℝ) :
    x ∈ pastSpan y (k + 1) ↔ ∃ c : ℝ, x - c • y k ∈ pastSpan y k := by
  have e : {i | i < k + 1} = insert k {i | i < k} := by
    ext i
    simp only [Set.mem_ofPred_eq, Set.mem_insert_iff]
    omega
  unfold pastSpan
  rw [e, Set.image_insert_eq, Submodule.mem_span_insert]
  constructor
  · rintro ⟨c, z, hz, rfl⟩
    exact ⟨c, by simpa using hz⟩
  · rintro ⟨c, hc⟩
    exact ⟨c, _, hc, by module⟩

/-- For symmetric positive definite `H₀` and independent `y₀, …, y_{m-1}`, every `H_k` with `k ≤ m`
is positive semidefinite, and the form of `H_k` vanishes at `v` exactly when `v` lies in the span of
the first `k` differences. -/
theorem iter_form_eq_zero_iff {H₀ : Matrix (Fin n) (Fin n) ℝ} (hs : H₀ᵀ = H₀)
    (hp : ∀ x : Fin n → ℝ, x ≠ 0 → 0 < x ⬝ᵥ H₀ *ᵥ x) {y : ℕ → Fin n → ℝ} {m : ℕ}
    (hy : LinearIndependent ℝ (fun i : Fin m => y i)) (k : ℕ) (hk : k ≤ m) :
    IsPSD (iter H₀ y k) ∧
      ∀ v, v ⬝ᵥ iter H₀ y k *ᵥ v = 0 ↔ v ∈ pastSpan y k := by
  induction k with
  | zero =>
    have e : y '' {i | i < 0} = ∅ := by simp
    refine ⟨⟨hs, fun x => ?_⟩, fun v => ?_⟩
    · by_cases hx : x = 0
      · simp [hx]
      · exact (hp x hx).le
    · rw [pastSpan, e, Submodule.span_empty, Submodule.mem_bot]
      constructor
      · intro h
        by_contra hv
        exact (hp v hv).ne' h
      · rintro rfl
        simp
  | succ k ih =>
    obtain ⟨psd, ker⟩ := ih (by omega)
    -- independence keeps y_k outside the span of the earlier differences
    have out : y k ∉ pastSpan y k := by
      intro hmem
      have hn := hy.notMem_span_image (s := {i : Fin m | i.val < k})
        (x := ⟨k, by omega⟩) (by simp)
      refine hn (Submodule.span_mono ?_ hmem)
      rintro _ ⟨i, hi, rfl⟩
      have hi' : i < k := hi
      exact ⟨⟨i, by omega⟩, hi', rfl⟩
    have pos : 0 < y k ⬝ᵥ iter H₀ y k *ᵥ y k :=
      lt_of_le_of_ne (psd.2 _) fun h => out ((ker _).1 h.symm)
    have psd' : IsPSD (iter H₀ y (k + 1)) := update_psd psd pos
    refine ⟨psd', fun v => ?_⟩
    rw [form_eq_zero_iff psd', mem_pastSpan_succ]
    refine (update_ker pos v).trans (exists_congr fun c => ?_)
    rw [← form_eq_zero_iff psd, ker]

/-- For symmetric positive definite `H₀` and independent `y₀, …, y_{n-1}`, the denominators of the
first `n` updates are positive, each `H_k` with `k ≤ n` is positive semidefinite with kernel the
span of the first `k` differences, and `H_n = 0`. -/
theorem zoutendijk_projection {H₀ : Matrix (Fin n) (Fin n) ℝ} (hs : H₀ᵀ = H₀)
    (hp : ∀ x : Fin n → ℝ, x ≠ 0 → 0 < x ⬝ᵥ H₀ *ᵥ x) {y : ℕ → Fin n → ℝ}
    (hy : LinearIndependent ℝ (fun i : Fin n => y i)) :
    (∀ k < n, 0 < y k ⬝ᵥ iter H₀ y k *ᵥ y k) ∧
    (∀ k ≤ n, IsPSD (iter H₀ y k) ∧
      LinearMap.ker (iter H₀ y k).mulVecLin = pastSpan y k) ∧
    iter H₀ y n = 0 := by
  have main := iter_form_eq_zero_iff hs hp hy
  refine ⟨fun k hk => ?_, fun k hk => ⟨(main k hk).1, ?_⟩, ?_⟩
  · obtain ⟨psd, ker⟩ := main k hk.le
    refine lt_of_le_of_ne (psd.2 _) fun h => ?_
    have hn := hy.notMem_span_image (s := {i : Fin n | i.val < k})
      (x := ⟨k, hk⟩) (by simp)
    refine hn (Submodule.span_mono ?_ ((ker _).1 h.symm))
    rintro _ ⟨i, hi, rfl⟩
    have hi' : i < k := hi
    exact ⟨⟨i, by omega⟩, hi', rfl⟩
  · ext v
    rw [LinearMap.mem_ker, Matrix.mulVecLin_apply, ← form_eq_zero_iff (main k hk).1]
    exact (main k hk).2 v
  · -- n independent vectors span the space, so H_n annihilates everything
    have top := hy.span_eq_top_of_card_eq_finrank' (by simp)
    have z : ∀ v, iter H₀ y n *ᵥ v = 0 := by
      intro v
      rw [← form_eq_zero_iff (main n le_rfl).1, (main n le_rfl).2]
      have hv : v ∈ Submodule.span ℝ (Set.range fun i : Fin n => y i) := by
        rw [top]
        exact Submodule.mem_top
      refine Submodule.span_mono ?_ hv
      rintro _ ⟨i, rfl⟩
      exact ⟨i, i.isLt, rfl⟩
    ext i j
    have hij := congrFun (z (Pi.single j 1)) i
    simpa [Matrix.col_apply] using hij

/-- For symmetric positive definite `H₀`, symmetric `A` and differences `y_i = A s_i` that are
independent for `i < k`, the vector `H_k g` is `A`-conjugate to every step `s_i` with `i < k`. -/
theorem direction_conjugate {H₀ A : Matrix (Fin n) (Fin n) ℝ} (hs : H₀ᵀ = H₀)
    (hp : ∀ x : Fin n → ℝ, x ≠ 0 → 0 < x ⬝ᵥ H₀ *ᵥ x) (hA : Aᵀ = A)
    {s : ℕ → Fin n → ℝ} {k : ℕ}
    (hy : LinearIndependent ℝ (fun i : Fin k => A *ᵥ s i)) (g : Fin n → ℝ)
    {i : ℕ} (hi : i < k) :
    s i ⬝ᵥ A *ᵥ (iter H₀ (fun j => A *ᵥ s j) k *ᵥ g) = 0 := by
  obtain ⟨psd, ker⟩ :=
    iter_form_eq_zero_iff (y := fun j => A *ᵥ s j) hs hp hy k le_rfl
  have z := (form_eq_zero_iff psd (A *ᵥ s i)).1
    ((ker _).2 (Submodule.subset_span ⟨i, hi, rfl⟩))
  rw [form_symm hA, dotProduct_comm, form_symm psd.1, z, dotProduct_zero]

end

end ZoutendijkProjection
```

```lean
#print axioms ZoutendijkProjection.iter_form_eq_zero_iff
-- 'ZoutendijkProjection.iter_form_eq_zero_iff' depends on axioms: [propext, Classical.choice, Quot.sound]
#print axioms ZoutendijkProjection.zoutendijk_projection
-- 'ZoutendijkProjection.zoutendijk_projection' depends on axioms: [propext, Classical.choice, Quot.sound]
#print axioms ZoutendijkProjection.direction_conjugate
-- 'ZoutendijkProjection.direction_conjugate' depends on axioms: [propext, Classical.choice, Quot.sound]
```

### How the proof follows the derivation

`update_mulVec` is the formula for $H'x$. `cauchy_schwarz` expands the form along $x+ty$ and passes the resulting inequality to `discrim_le_zero`. `form_eq_zero_iff` then applies it to $x$ and $Hx$.

`update_psd` checks symmetry entry by entry and reduces nonnegativity to Cauchy–Schwarz by multiplying through by the positive denominator. `update_ker` is the two-way kernel argument, with the same scalar $c$. Its counterpart for spans is `mem_pastSpan_succ`: $x$ lies in the span of the first $k+1$ differences exactly when some $x-cy_k$ lies in the span of the first $k$.

The induction is in `iter_form_eq_zero_iff`. There `out` says that $y_k$ is outside the earlier span, and `pos` turns this into a positive denominator. The last lines match the descriptions of kernel and span scalar by scalar.

`zoutendijk_projection` takes $m=n$. It repeats the independence argument for the denominators, since the inductive statement does not list them, and translates the vanishing of the form into a kernel. For $H_n=0$ it uses that $n$ independent vectors span the space, then applies $H_n$ to the unit vectors to read off its columns. `direction_conjugate` moves $A$ and $H_k$ across the dot product by symmetry.

### A closed formula in place of the recursion

The matrices could also be modelled without a recursion. With $Y_k$ the matrix whose columns are $y_0,\dots,y_{k-1}$, define

$$H_k = H_0 - H_0Y_k\,(Y_k^TH_0Y_k)^{-1}\,Y_k^TH_0 .$$

This would make it visible that the order of the differences does not matter. The invertibility of $Y_k^TH_0Y_k$ would take the place of the positive denominators, and agreement with the step-by-step update that a program performs would become a separate theorem to prove.
